# Exact X2C decoupling of a finite matrix preserves block-diagonal unitary symmetries

Let $H$ be a complex matrix acting on vectors with a large and a small component, and let $D=\mathrm{diag}(g,h)$ commute with $H$. Suppose that the vectors $(x,Xx)$ form exactly the span of all eigenvectors of $H$ with real eigenvalue above $\mu$. Then $hX=Xg$. If $g$ and $h$ are also unitary, the X2C Hamiltonian

$$L=T^\dagger HT,\qquad T=\begin{pmatrix}1\\X\end{pmatrix}R,\qquad R=(1+X^\dagger X)^{-1/2}$$

commutes with $g$. Moreover, $T$ maps the eigenvectors of $L$ at each energy $E>\mu$ onto those of $H$ at the same energy. For a one-electron Dirac matrix in a finite orthonormal basis, exact decoupling therefore leaves the degeneracies of the levels above $\mu$ intact, including any required by a group of such symmetries.

## The matrix model

The finite index types `m` and `n` label the large- and small-component basis functions, and `m ⊕ n` labels both together. The metric $1+X^\dagger X$ presupposes an orthonormal basis, so an overlap matrix must be transformed away first.

```lean
import Mathlib

open Matrix
open scoped ComplexOrder

namespace X2CSymmetry

noncomputable section

variable {m n : Type*} [Fintype m] [DecidableEq m] [Fintype n]
```

The cut $\mu$ separates the electronic solutions from the negative-energy ones. The upper space is the span of all solutions of $Hv=Ev$ with $E$ real and $E>\mu$. Hermiticity of $H$ is not assumed; Hermitian Hamiltonians are included.

```lean
/-- The span of all eigenvectors of `H` with real eigenvalue above `μ`. -/
def upperSpace (H : Matrix (m ⊕ n) (m ⊕ n) ℂ) (μ : ℝ) : Submodule ℂ (m ⊕ n → ℂ) :=
  Submodule.span ℂ {v | ∃ E : ℝ, μ < E ∧ H *ᵥ v = (E : ℂ) • v}
```

The coupling matrix $X$ gives the small component of an electronic solution from its large component. `IsDecoupling` requires that $v$ lies in the upper space if and only if $v=(x,Xx)$ for some $x$; `Sum.elim` stacks the two components. That such an $X$ exists is a hypothesis, and it forces the upper space to have the dimension of the large-component basis. An approximate $X$, for instance one assembled from atomic blocks, need not satisfy it.

```lean
/-- `X` is the exact coupling matrix: the vectors `(x, X x)` are precisely the upper space. -/
def IsDecoupling (H : Matrix (m ⊕ n) (m ⊕ n) ℂ) (μ : ℝ) (X : Matrix n m ℂ) : Prop :=
  ∀ v, v ∈ upperSpace H μ ↔ ∃ x : m → ℂ, v = Sum.elim x (X *ᵥ x)
```

The matrix $R$ restores the normalisation. The functional calculus `cfc` applies $t\mapsto 1/\sqrt t$ to the eigenvalues of $1+X^\dagger X$.

```lean
/-- The renormalisation matrix `R = (1 + Xᴴ X)^(-1/2)`. -/
def renorm (X : Matrix n m ℂ) : Matrix m m ℂ :=
  cfc (fun t : ℝ => (Real.sqrt t)⁻¹) (1 + Xᴴ * X)
```

With $R$ in place, $T$ takes two-component vectors to four-component ones, and $L$ is $H$ seen through $T$. In Lean these are `decouple X` and `x2c H X`.

```lean
/-- The map `T = (1; X) R` from two-component to four-component vectors. -/
def decouple (X : Matrix n m ℂ) : Matrix (m ⊕ n) m ℂ :=
  fromRows (1 : Matrix m m ℂ) X * renorm X

/-- The X2C Hamiltonian `R (1; X)ᴴ H (1; X) R`. -/
def x2c (H : Matrix (m ⊕ n) (m ⊕ n) ℂ) (X : Matrix n m ℂ) : Matrix m m ℂ :=
  (decouple X)ᴴ * H * decouple X
```

## The symmetry passes through the coupling matrix

If $Hv=Ev$ and $DH=HD$, then $H(Dv)=DHv=E\,Dv$. So $D$ maps each eigenvector above $\mu$ either to zero or to an eigenvector with the same $E$, and by linearity it maps the span of these eigenvectors into itself. The induction over the span treats generators, zero, sums and multiples in turn.

```lean
variable {H D : Matrix (m ⊕ n) (m ⊕ n) ℂ} {μ : ℝ} {X : Matrix n m ℂ}
  {g : Matrix m m ℂ} {h : Matrix n n ℂ}

omit [DecidableEq m] in
/-- A matrix that commutes with `H` maps the upper space into itself. -/
theorem upperSpace_invariant (hD : Commute D H) {v : m ⊕ n → ℂ}
    (hv : v ∈ upperSpace H μ) : D *ᵥ v ∈ upperSpace H μ := by
  unfold upperSpace at hv ⊢
  induction hv using Submodule.span_induction with
  | mem v hv =>
    obtain ⟨E, hE, hv⟩ := hv
    exact Submodule.subset_span ⟨E, hE, by
      rw [mulVec_mulVec, ← hD.eq, ← mulVec_mulVec, hv, mulVec_smul]⟩
  | zero => rw [mulVec_zero]; exact Submodule.zero_mem _
  | add x y _ _ hx hy => rw [mulVec_add]; exact Submodule.add_mem _ hx hy
  | smul a x _ hx => rw [mulVec_smul]; exact Submodule.smul_mem _ a hx
```

Now apply $D$ to $(x,Xx)$. The result $(gx,hXx)$ is again in the upper space, so it equals $(y,Xy)$ for some $y$. The large component gives $y=gx$, and the small one gives $hXx=Xy=Xgx$. Since $x$ is arbitrary, $hX=Xg$. In the code, `h2` and `h3` are these two components. Unitarity is not used.

```lean
/-- If `diag(g, h)` commutes with `H`, the exact coupling matrix satisfies `h X = X g`. -/
theorem coupling_intertwines (hX : IsDecoupling H μ X)
    (hD : Commute (fromBlocks g 0 0 h) H) : h * X = X * g := by
  refine Matrix.toLin'.injective (LinearMap.ext fun x => ?_)
  rw [toLin'_apply, toLin'_apply]
  -- the transformed vector `(g x, h X x)` is again of the form `(y, X y)`
  obtain ⟨y, hy⟩ := (hX _).1 (upperSpace_invariant hD ((hX _).2 ⟨x, rfl⟩))
  rw [fromBlocks_mulVec] at hy
  have h2 : g *ᵥ x = y := by
    funext i
    simpa using congrFun hy (Sum.inl i)
  have h3 : h *ᵥ (X *ᵥ x) = X *ᵥ y := by
    funext i
    simpa using congrFun hy (Sum.inr i)
  rw [← mulVec_mulVec, ← mulVec_mulVec, h3, h2]
```

It would not be enough for the vectors $(x,Xx)$ to be some of the eigenvectors above $\mu$. A matrix example, not a physical Dirac Hamiltonian, shows this: take one large and one small function, $H=1$, $\mu=0$, $X=1$, $g=1$ and $h=-1$. Every $(x,x)$ is an eigenvector with eigenvalue 1, but $hX=-1$ while $Xg=1$: the space cuts through a degenerate pair that $D$ mixes.

## The metric and the normalised map

Let $uA=Ag$ with $u$ and $g$ unitary. Taking adjoints gives $A^\dagger u^\dagger=g^\dagger A^\dagger$. Multiplying by $g$ on the left and by $u$ on the right gives $gA^\dagger=A^\dagger u$. This lemma is used twice below, for $A=X$ and for $A=T$.

```lean
/-- If `u A = A g` with `g` and `u` unitary, then `Aᴴ u = g Aᴴ`. -/
theorem adjoint_intertwines {k : Type*} [Fintype k] [DecidableEq k]
    {u : Matrix k k ℂ} {A : Matrix k m ℂ} (hg : g ∈ unitaryGroup m ℂ)
    (hu : u ∈ unitaryGroup k ℂ) (hA : u * A = A * g) : Aᴴ * u = g * Aᴴ := by
  have hg' : g * gᴴ = 1 := mem_unitaryGroup_iff.1 hg
  have hu' : uᴴ * u = 1 := mem_unitaryGroup_iff'.1 hu
  have h1 : Aᴴ * uᴴ = gᴴ * Aᴴ := by
    rw [← conjTranspose_mul, ← conjTranspose_mul, hA]
  calc Aᴴ * u = (g * gᴴ) * Aᴴ * u := by rw [hg', Matrix.one_mul]
    _ = g * (gᴴ * Aᴴ) * u := by simp only [Matrix.mul_assoc]
    _ = g * (Aᴴ * uᴴ) * u := by rw [h1]
    _ = g * Aᴴ * (uᴴ * u) := by simp only [Matrix.mul_assoc]
    _ = g * Aᴴ := by rw [hu', Matrix.mul_one]
```

Write $S=1+X^\dagger X$. It is positive definite, and on an eigenvalue $s>0$ of $S$ we have $s^{-1/2}\,s\,s^{-1/2}=1$, so $RSR=1$. Since $R$ is Hermitian,

$$T^\dagger T=R\,(1+X^\dagger X)\,R=1 .$$

The `calc` block carries out the eigenvalue computation inside `cfc`; `hJ` identifies the product of the unnormalised columns with $S$.

```lean
/-- The renormalised map preserves inner products: `Tᴴ T = 1`, and `R (1 + Xᴴ X) R = 1`. -/
theorem decouple_isometry (X : Matrix n m ℂ) :
    renorm X * (1 + Xᴴ * X) * renorm X = 1 ∧ (decouple X)ᴴ * decouple X = 1 := by
  have pd : (1 + Xᴴ * X).PosDef :=
    PosDef.one.add_posSemidef (posSemidef_conjTranspose_mul_self X)
  have hS : IsSelfAdjoint (1 + Xᴴ * X) := pd.isHermitian
  have hpos : ∀ t ∈ spectrum ℝ (1 + Xᴴ * X), 0 < t := by
    rw [pd.isHermitian.spectrum_real_eq_range_eigenvalues]
    rintro _ ⟨i, rfl⟩
    exact pd.eigenvalues_pos i
  have hc : ContinuousOn (fun t : ℝ => (Real.sqrt t)⁻¹) (spectrum ℝ (1 + Xᴴ * X)) :=
    ContinuousOn.inv₀ Real.continuous_sqrt.continuousOn
      (fun t ht => (Real.sqrt_pos.2 (hpos t ht)).ne')
  have hN : renorm X * (1 + Xᴴ * X) * renorm X = 1 := by
    calc renorm X * (1 + Xᴴ * X) * renorm X
        = renorm X * cfc (fun t : ℝ => t) (1 + Xᴴ * X) * renorm X := by
          rw [cfc_id' ℝ (1 + Xᴴ * X) hS]
      _ = cfc (fun t : ℝ => (Real.sqrt t)⁻¹ * t * (Real.sqrt t)⁻¹) (1 + Xᴴ * X) := by
          rw [cfc_mul (fun t : ℝ => (Real.sqrt t)⁻¹ * t) (fun t : ℝ => (Real.sqrt t)⁻¹) _
            (hc.mul continuousOn_id) hc,
            cfc_mul (fun t : ℝ => (Real.sqrt t)⁻¹) (fun t : ℝ => t) _ hc continuousOn_id]
          rfl
      _ = cfc (fun _ : ℝ => (1 : ℝ)) (1 + Xᴴ * X) := by
          refine cfc_congr fun t ht => ?_
          have hs : Real.sqrt t ≠ 0 := (Real.sqrt_pos.2 (hpos t ht)).ne'
          calc (Real.sqrt t)⁻¹ * t * (Real.sqrt t)⁻¹
              = (Real.sqrt t)⁻¹ * (Real.sqrt t * Real.sqrt t) * (Real.sqrt t)⁻¹ := by
                rw [Real.mul_self_sqrt (hpos t ht).le]
            _ = 1 := by field_simp
      _ = 1 := cfc_const_one ℝ _ hS
  refine ⟨hN, ?_⟩
  have hR : IsSelfAdjoint (renorm X) := cfc_predicate _ _
  have hR' : (renorm X)ᴴ = renorm X := hR
  have hJ : (fromRows (1 : Matrix m m ℂ) X)ᴴ * fromRows (1 : Matrix m m ℂ) X
      = 1 + Xᴴ * X := by
    rw [conjTranspose_fromRows_eq_fromCols_conjTranspose, fromCols_mul_fromRows,
      conjTranspose_one, Matrix.one_mul]
  rw [← hN, ← hJ, decouple, conjTranspose_mul, hR']
  simp only [Matrix.mul_assoc]
```

From $hX=Xg$ and $X^\dagger h=gX^\dagger$ it follows that

$$Sg=g+X^\dagger Xg=g+X^\dagger hX=g+gX^\dagger X=gS .$$

A function of $S$ then also commutes with $g$, so $Rg=gR$. Hence

$$DT=\begin{pmatrix}g\\hX\end{pmatrix}R=\begin{pmatrix}1\\X\end{pmatrix}gR=Tg .$$

```lean
/-- If `h X = X g` with `g` and `h` unitary, the map `T` intertwines `g` with `diag(g, h)`:
`diag(g, h) T = T g`. -/
theorem decouple_equivariant [DecidableEq n] (hg : g ∈ unitaryGroup m ℂ)
    (hh : h ∈ unitaryGroup n ℂ) (hI : h * X = X * g) : fromBlocks g 0 0 h * decouple X = decouple X * g := by
  -- the metric commutes with `g`, hence so does its inverse square root
  have hS : Commute (1 + Xᴴ * X) g := by
    change (1 + Xᴴ * X) * g = g * (1 + Xᴴ * X)
    rw [Matrix.add_mul, Matrix.mul_add, Matrix.one_mul, Matrix.mul_one, Matrix.mul_assoc,
      ← hI, ← Matrix.mul_assoc, adjoint_intertwines hg hh hI, Matrix.mul_assoc]
  have hR : Commute (renorm X) g := hS.cfc_real _
  have hJ : fromBlocks g 0 0 h * fromRows (1 : Matrix m m ℂ) X
      = fromRows (1 : Matrix m m ℂ) X * g := by
    rw [fromBlocks_mul_fromRows, fromRows_mul]
    simp [hI]
  rw [decouple, ← Matrix.mul_assoc, hJ, Matrix.mul_assoc, Matrix.mul_assoc, hR.eq]
```

## The X2C Hamiltonian commutes with $g$

The matrix $D$ is unitary because its blocks are, so the adjoint lemma turns $DT=Tg$ into $T^\dagger D=gT^\dagger$. Then

$$Lg=T^\dagger HTg=T^\dagger HDT=T^\dagger DHT=gT^\dagger HT=gL ,$$

which is the final `calc` chain.

```lean
/-- If `diag(g, h)`, with `g` and `h` unitary, commutes with `H` and `X` is the exact coupling
matrix, then `h X = X g` and the X2C Hamiltonian commutes with `g`. -/
theorem x2c_commutes [DecidableEq n] (hX : IsDecoupling H μ X)
    (hD : Commute (fromBlocks g 0 0 h) H) (hg : g ∈ unitaryGroup m ℂ) (hh : h ∈ unitaryGroup n ℂ) :
    h * X = X * g ∧ Commute (x2c H X) g := by
  have hI := coupling_intertwines hX hD
  have hT := decouple_equivariant hg hh hI
  have hU : fromBlocks g 0 0 h ∈ unitaryGroup (m ⊕ n) ℂ := by
    have hg' : g * gᴴ = 1 := mem_unitaryGroup_iff.1 hg
    have hh' : h * hᴴ = 1 := mem_unitaryGroup_iff.1 hh
    rw [mem_unitaryGroup_iff, star_eq_conjTranspose, fromBlocks_conjTranspose,
      fromBlocks_multiply]
    simp [hg', hh']
  have hT' := adjoint_intertwines hg hU hT
  refine ⟨hI, ?_⟩
  change (decouple X)ᴴ * H * decouple X * g = g * ((decouple X)ᴴ * H * decouple X)
  calc (decouple X)ᴴ * H * decouple X * g
      = (decouple X)ᴴ * H * (fromBlocks g 0 0 h * decouple X) := by
        rw [hT]; simp only [Matrix.mul_assoc]
    _ = (decouple X)ᴴ * (H * fromBlocks g 0 0 h) * decouple X := by
        simp only [Matrix.mul_assoc]
    _ = ((decouple X)ᴴ * fromBlocks g 0 0 h) * H * decouple X := by
        rw [← hD.eq]; simp only [Matrix.mul_assoc]
    _ = g * ((decouple X)ᴴ * H * decouple X) := by
        rw [hT']; simp only [Matrix.mul_assoc]
```

For Hermitian $H$ the same argument, continued by hand, works without unitarity. In that case $D^\dagger$ also commutes with $H$, so the coupling step gives $h^\dagger X=Xg^\dagger$, whose adjoint is $X^\dagger h=gX^\dagger$. The rest goes through as before, and $L$ commutes with $g$ for any block-diagonal $D$ that commutes with $H$. For a central potential, with large- and small-component bases that are each closed under rotations, this includes the angular-momentum ladder matrices $J_\pm$.

## Energies and multiplicities

Since $RSR=1$, we have $TSR=\begin{pmatrix}1\\X\end{pmatrix}$. Every vector of the upper space is therefore $v=Tw$ with $w=SRx$, and $TT^\dagger v=T(T^\dagger T)w=v$.

```lean
/-- For the exact coupling matrix, `T Tᴴ` leaves every vector of the upper space unchanged. -/
theorem decouple_projector (hX : IsDecoupling H μ X) {v : m ⊕ n → ℂ}
    (hv : v ∈ upperSpace H μ) : decouple X *ᵥ ((decouple X)ᴴ *ᵥ v) = v := by
  obtain ⟨x, rfl⟩ := (hX v).1 hv
  have hT : decouple X * ((1 + Xᴴ * X) * renorm X) = fromRows (1 : Matrix m m ℂ) X := by
    rw [decouple, Matrix.mul_assoc, ← Matrix.mul_assoc (renorm X),
      (decouple_isometry X).1, Matrix.mul_one]
  have hJ : Sum.elim x (X *ᵥ x) = decouple X *ᵥ (((1 + Xᴴ * X) * renorm X) *ᵥ x) := by
    rw [mulVec_mulVec, hT, fromRows_mulVec, one_mulVec]
  rw [hJ, mulVec_mulVec _ (decouple X)ᴴ (decouple X), (decouple_isometry X).2, one_mulVec]
```

Let $Hv=Ev$ with $E>\mu$, and put $u=T^\dagger v$. Then $Tu=v$ and $Lu=T^\dagger Hv=Eu$. Conversely, let $Lu=Eu$. The vector $Tu=(Ru,XRu)$ lies in the upper space, and so does $HTu$, because $H$ commutes with itself. Thus

$$HTu=TT^\dagger HTu=TLu=E\,Tu .$$

```lean
/-- For the exact coupling matrix and `E` above `μ`, the eigenvectors of `H` at energy `E` are
exactly the images under `T` of the eigenvectors of the X2C Hamiltonian at `E`. -/
theorem x2c_eigenvectors (hX : IsDecoupling H μ X) {E : ℝ} (hE : μ < E) (v : m ⊕ n → ℂ) :
    H *ᵥ v = (E : ℂ) • v ↔
      ∃ u, v = decouple X *ᵥ u ∧ x2c H X *ᵥ u = (E : ℂ) • u := by
  constructor
  · intro hv
    have hp := decouple_projector hX (Submodule.subset_span ⟨E, hE, hv⟩)
    refine ⟨(decouple X)ᴴ *ᵥ v, hp.symm, ?_⟩
    rw [x2c, ← mulVec_mulVec, hp, ← mulVec_mulVec, hv, mulVec_smul]
  · rintro ⟨u, rfl, hu⟩
    have hm : decouple X *ᵥ u ∈ upperSpace H μ := (hX _).2 ⟨renorm X *ᵥ u, by
      rw [decouple, ← mulVec_mulVec, fromRows_mulVec, one_mulVec]⟩
    -- `H` keeps `T u` in the upper space, where `T Tᴴ` is the identity
    have hp := decouple_projector hX (upperSpace_invariant (Commute.refl H) hm)
    rw [← hp, ← mulVec_smul, ← hu, x2c, ← mulVec_mulVec, ← mulVec_mulVec]
```

Because $T^\dagger T=1$, different $u$ give different $v$, so the multiplicities agree. By $DT=Tg$, the matrix $g$ acts on a level of $L$ as $D$ acts on the corresponding level of $H$. Time reversal is antilinear and is not a matrix $D$ of this kind, but the correspondence of eigenvectors holds whatever causes a degeneracy.

## A free Dirac particle

A free particle of fixed momentum along $z$, with $mc^2=3$ and $cp_z=4$ in the same energy unit, provides a concrete case:

$$H=\begin{pmatrix}3&4\sigma_z\\4\sigma_z&-3\end{pmatrix},\qquad X=\tfrac12\sigma_z,\qquad D=\mathrm{diag}(\sigma_x,-\sigma_x).$$

```lean
/-- The Pauli matrix `σx`. -/
def pauliX : Matrix (Fin 2) (Fin 2) ℂ := !![0, 1; 1, 0]

/-- The Pauli matrix `σz`. -/
def pauliZ : Matrix (Fin 2) (Fin 2) ℂ := !![1, 0; 0, -1]

/-- The free Dirac Hamiltonian with mass term 3 and momentum term 4 along `z`. -/
def freeDirac : Matrix (Fin 2 ⊕ Fin 2) (Fin 2 ⊕ Fin 2) ℂ :=
  fromBlocks ((3 : ℂ) • 1) ((4 : ℂ) • pauliZ) ((4 : ℂ) • pauliZ) ((-3 : ℂ) • 1)
```

For the first spin component, with large part $a$ and small part $b$, the equations are $3a+4b=Ea$ and $4a-3b=Eb$. Half the first minus the second gives $(E+5)(b-a/2)=0$, so $b=a/2$ when $E>0$. The other spin component gives the opposite sign. Conversely, every $(x,\tfrac12\sigma_zx)$ satisfies the eigenvalue equation with $E=5$. The symmetry holds because $\sigma_x\sigma_z=-\sigma_z\sigma_x$. In the proof, `act` writes out $Hv$, `e1` to `e4` are the component equations, and `key` extends the two relations to the whole span.

```lean
/-- For this free Dirac Hamiltonian and `μ = 0` the exact coupling matrix is `σz / 2`, and
`diag(σx, -σx)` is a symmetry with unitary blocks. -/
theorem freeDirac_witness :
    IsDecoupling freeDirac 0 ((1 / 2 : ℂ) • pauliZ) ∧
      Commute (fromBlocks pauliX 0 0 (-pauliX)) freeDirac ∧
      pauliX ∈ unitaryGroup (Fin 2) ℂ ∧ -pauliX ∈ unitaryGroup (Fin 2) ℂ := by
  have act : ∀ v, freeDirac *ᵥ v = Sum.elim
      ![3 * v (Sum.inl 0) + 4 * v (Sum.inr 0), 3 * v (Sum.inl 1) - 4 * v (Sum.inr 1)]
      ![4 * v (Sum.inl 0) - 3 * v (Sum.inr 0), -4 * v (Sum.inl 1) - 3 * v (Sum.inr 1)] := by
    intro v
    ext (i | i) <;> fin_cases i <;>
      simp [freeDirac, pauliZ, mulVec, dotProduct, Fintype.sum_sum_type, Fin.sum_univ_two] <;>
      ring
  have actX : ∀ x, ((1 / 2 : ℂ) • pauliZ) *ᵥ x = ![x 0 / 2, -x 1 / 2] := by
    intro x
    ext i
    fin_cases i <;> simp [pauliZ, mulVec, dotProduct, Fin.sum_univ_two] <;> ring
  have hx : pauliX ∈ unitaryGroup (Fin 2) ℂ := by
    rw [mem_unitaryGroup_iff]
    ext i j
    fin_cases i <;> fin_cases j <;>
      simp [pauliX, Matrix.mul_apply, Fin.sum_univ_two, Matrix.star_apply]
  refine ⟨fun v => ⟨fun hv => ?_, ?_⟩, ?_, hx, ?_⟩
  · have key : v (Sum.inr 0) = v (Sum.inl 0) / 2 ∧ v (Sum.inr 1) = -v (Sum.inl 1) / 2 := by
      unfold upperSpace at hv
      induction hv using Submodule.span_induction with
      | mem v hv =>
        obtain ⟨E, hE, hv⟩ := hv
        rw [act] at hv
        have h5 : (E : ℂ) + 5 ≠ 0 := by exact_mod_cast (by positivity : E + 5 ≠ 0)
        have e1 : 3 * v (Sum.inl 0) + 4 * v (Sum.inr 0) = E * v (Sum.inl 0) :=
          congrFun hv (Sum.inl 0)
        have e2 : 3 * v (Sum.inl 1) - 4 * v (Sum.inr 1) = E * v (Sum.inl 1) :=
          congrFun hv (Sum.inl 1)
        have e3 : 4 * v (Sum.inl 0) - 3 * v (Sum.inr 0) = E * v (Sum.inr 0) :=
          congrFun hv (Sum.inr 0)
        have e4 : -4 * v (Sum.inl 1) - 3 * v (Sum.inr 1) = E * v (Sum.inr 1) :=
          congrFun hv (Sum.inr 1)
        exact ⟨mul_left_cancel₀ h5 (by linear_combination e1 / 2 - e3),
          mul_left_cancel₀ h5 (by linear_combination -e4 - e2 / 2)⟩
      | zero => simp
      | add x y _ _ hx hy =>
        simp only [Pi.add_apply]
        exact ⟨by linear_combination hx.1 + hy.1, by linear_combination hx.2 + hy.2⟩
      | smul a x _ hx =>
        simp only [Pi.smul_apply, smul_eq_mul]
        exact ⟨by linear_combination a * hx.1, by linear_combination a * hx.2⟩
    refine ⟨v ∘ Sum.inl, ?_⟩
    rw [actX]
    ext (i | i)
    · rfl
    · fin_cases i
      · exact key.1
      · exact key.2
  · rintro ⟨x, rfl⟩
    rw [actX]
    refine Submodule.subset_span ⟨5, by norm_num, ?_⟩
    rw [act]
    ext (i | i) <;> fin_cases i <;> simp <;> ring
  · change fromBlocks pauliX 0 0 (-pauliX) * freeDirac
      = freeDirac * fromBlocks pauliX 0 0 (-pauliX)
    ext (i | i) (j | j) <;> fin_cases i <;> fin_cases j <;>
      simp [freeDirac, pauliX, pauliZ, Matrix.mul_apply, Fintype.sum_sum_type,
        Fin.sum_univ_two]
  · rw [mem_unitaryGroup_iff, star_neg, neg_mul_neg]
    exact mem_unitaryGroup_iff.1 hx

end

end X2CSymmetry
```

```lean
#print axioms X2CSymmetry.x2c_commutes
#print axioms X2CSymmetry.decouple_projector
#print axioms X2CSymmetry.x2c_eigenvectors
```

```
'X2CSymmetry.x2c_commutes' depends on axioms: [propext, Classical.choice, Quot.sound]
'X2CSymmetry.decouple_projector' depends on axioms: [propext, Classical.choice, Quot.sound]
'X2CSymmetry.x2c_eigenvectors' depends on axioms: [propext, Classical.choice, Quot.sound]
```
